# Midpoint bounds on the diagonal fermionic imaginary-time Green's function: −G(β/2) ≤ 1/2, and −G(β/2) ≤ exp(−βD/2) if no pole lies closer than D to the chemical potential

## Question

When a finite-temperature calculation returns the fermionic Green's function G(τ) of one orbital on 0 ≤ τ ≤ β, I use the value at τ = β/2 to limit, without analytic continuation, how far from the chemical potential the nearest pole can lie. The step rests on this claim. Write G in Lehmann form with finitely many poles at energies e_k, measured from the chemical potential, and weights a_k ≥ 0 that sum to 1, at inverse temperature β > 0. Then

    −G(β/2) = Σ_k a_k / (2 cosh(β e_k / 2)) ≤ 1/2,

and if |e_k| ≥ D for all k, then −G(β/2) ≤ exp(−βD/2). How does one state and prove this in Lean 4 with Mathlib?

## Answer

### Modelling choices

For one fermionic orbital with annihilation operator c, the function is G(τ) = −⟨c(τ) c†(0)⟩, with the thermal average and the imaginary-time evolution taken with the grand-canonical Hamiltonian (the Hamiltonian minus chemical potential times particle number). Let |n⟩ be its eigenstates, E_n their energies and Z the partition function. Inserting a complete set of states gives one pole for each pair k = (m, n), with

    e_k = E_m − E_n,    a_k = |⟨m|c†|n⟩|² (exp(−βE_n) + exp(−βE_m)) / Z,

    G(τ) = − Σ_k a_k K(β, τ, e_k),    K(β, τ, e) = exp(−eτ) / (1 + exp(−βe)).

The weights are nonnegative, and they sum to ⟨c c† + c† c⟩ = 1. The file starts from this pole form. It contains no Hamiltonian and no operators: nonnegativity and the sum rule enter as the hypotheses `ha : ∀ k, 0 ≤ a k` and `hsum : ∑ k, a k = 1`.

The poles are labelled by a finite type `ι`, and `a e : ι → ℝ` are the weights and energies. Repeated energies are allowed. `kernel β τ e` is K and `greenTau β a e τ` is G(τ). Energies are measured from the chemical potential, and β and τ are inverse energies in the same unit. The sign convention makes G negative, so the theorems speak of `-greenTau β a e τ`. Both definitions accept any real τ, but they describe the physical function only on 0 ≤ τ ≤ β, where the endpoint values are the one-sided limits from inside; the antiperiodic continuation is not modelled.

The gap hypothesis is `∀ k, a k ≠ 0 → D ≤ |e k|`. It constrains only poles that carry weight, which is weaker than |e_k| ≥ D for all k. D is a lower bound on the distance from the chemical potential to the nearest weighted pole, so the weight-free window (−D, D) has width 2D. Continuous spectra, off-diagonal components between different orbitals, and bosonic functions are not covered.

The main theorem, `green_midpoint_bounds`, says: for β ≥ 0 and normalised nonnegative weights, −G(β/2) equals the cosh sum, is at most 1/2, and for every real D satisfying the gap hypothesis is at most exp(−βD/2). It admits β = 0 and puts no sign condition on D. Five further theorems share `ha` and `hsum` or treat a special case:

- `neg_green_le_exp_of_gap`: with the gap hypothesis and 0 ≤ τ ≤ β, −G(τ) ≤ exp(−D min(τ, β − τ)).
- `neg_green_half_eq_iff`: for β ≠ 0, −G(β/2) = 1/2 exactly when every weighted pole has e_k = 0.
- `neg_green_half_le_cosh`: for D ≥ 0, the gap hypothesis and any real β, −G(β/2) ≤ 1/(2 cosh(βD/2)).
- `two_pole_attains`: for two poles labelled 0 and 1, with a_0 = w, e_0 = D, a_1 = 1 − w, e_1 = −D, the midpoint value is exactly 1/(2 cosh(βD/2)), for any real β, D, w.
- `gap_le_log`: for β > 0 and the gap hypothesis, −G(β/2) > 0 and D ≤ −2 log(−G(β/2))/β.

### Derivation by hand

Step 1, the kernel at the midpoint. Put x = βe/2. Then eτ = x at τ = β/2 and βe = 2x, and multiplying numerator and denominator by exp(x) gives

    K(β, β/2, e) = exp(−x) / (1 + exp(−2x)) = 1 / (exp(x) + exp(−x)) = 1 / (2 cosh x).

Since cosh x ≥ 1, with equality only at x = 0, this is at most 1/2.

Step 2, the kernel of a gapped pole. Let 0 ≤ τ ≤ β, |e| ≥ D and m = min(τ, β − τ), so that m ≥ 0, m ≤ τ and m ≤ β − τ. For a particle pole, e ≥ 0, keep only the 1 in the denominator, which gives K ≤ exp(−eτ). The exponents compare through

    eτ − Dm = (e − D) m + e (τ − m) ≥ 0.

For a hole pole, e ≤ 0, keep only exp(−βe) in the denominator, which gives K ≤ exp(−eτ + βe) = exp(−|e|(β − τ)), and

    |e|(β − τ) − Dm = (|e| − D) m + |e| (β − τ − m) ≥ 0.

Each product has two nonnegative factors, whatever the sign of D. In both cases K ≤ exp(−Dm).

Step 3, averaging. If K(β, τ, e_k) ≤ C for a number C and every k with a_k ≠ 0, then a_k K(β, τ, e_k) ≤ a_k C for all k (both sides vanish when a_k = 0), and

    −G(τ) = Σ_k a_k K(β, τ, e_k) ≤ C Σ_k a_k = C.

Step 1 inserted term by term gives the cosh sum. Step 3 with C = 1/2 gives the first bound. Step 3 with C = exp(−Dm) gives the bound on the whole interval, and at τ = β/2, which lies in the interval when β ≥ 0, m = β/2 and the bound is exp(−βD/2).

Step 4, equality in the first bound. By the sum rule,

    1/2 − (−G(β/2)) = Σ_k a_k (1/2 − 1/(2 cosh(β e_k / 2))).

Every term is nonnegative, so the sum vanishes exactly when every term does. For a_k ≠ 0 this requires cosh(βe_k/2) = 1, that is βe_k = 0, and for β ≠ 0 that means e_k = 0.

Step 5, the sharp gap bound. The function cosh grows with the absolute value of its argument. For D ≥ 0 and |e_k| ≥ D one has |βD/2| ≤ |βe_k/2|, so 1/(2 cosh(βe_k/2)) ≤ 1/(2 cosh(βD/2)), and Step 3 carries this over to −G(β/2). Two poles at D and −D have the same midpoint kernel because cosh is even, so weights w and 1 − w give exactly 1/(2 cosh(βD/2)).

Step 6, solving for D. The kernel is positive and at least one weight is positive, since the weights sum to 1, so −G(β/2) > 0. Taking logarithms of the exponential bound gives log(−G(β/2)) ≤ −βD/2, and for β > 0

    D ≤ −(2/β) log(−G(β/2)).

### The file

```lean
import Mathlib

open Real

namespace MatsubaraGap

noncomputable section

variable {ι : Type*} [Fintype ι]

/-- Fermionic imaginary-time kernel `exp(-e τ) / (1 + exp(-β e))` of a pole at energy `e`,
measured from the chemical potential. -/
def kernel (β τ e : ℝ) : ℝ := exp (-(e * τ)) / (1 + exp (-(β * e)))

/-- Imaginary-time Green's function in Lehmann form, with spectral weights `a k` at
pole energies `e k`. -/
def greenTau (β : ℝ) (a e : ι → ℝ) (τ : ℝ) : ℝ := -∑ k, a k * kernel β τ (e k)

/-- At `τ = β/2` the kernel equals `1 / (2 cosh(β e / 2))`. -/
theorem kernel_half (β e : ℝ) : kernel β (β / 2) e = 1 / (2 * cosh (β * e / 2)) := by
  have h1 : exp (-(e * (β / 2))) = exp (-(β * e / 2)) := by
    congr 1
    ring
  have h2 : exp (-(β * e)) = exp (-(β * e / 2)) * exp (-(β * e / 2)) := by
    rw [← exp_add]
    congr 1
    ring
  have h3 : exp (β * e / 2) * exp (-(β * e / 2)) = 1 := by
    rw [← exp_add]
    simp
  have p1 : 0 < 1 + exp (-(β * e / 2)) * exp (-(β * e / 2)) := by positivity
  have p2 : 0 < 2 * ((exp (β * e / 2) + exp (-(β * e / 2))) / 2) := by positivity
  unfold kernel
  rw [Real.cosh_eq, h1, h2, div_eq_div_iff p1.ne' p2.ne']
  linear_combination h3

/-- At `τ = β/2` the kernel is at most `1/2` for every pole energy. -/
theorem kernel_half_le (β e : ℝ) : kernel β (β / 2) e ≤ 1 / 2 := by
  rw [kernel_half]
  have := Real.one_le_cosh (β * e / 2)
  exact one_div_le_one_div_of_le (by norm_num) (by linarith)

/-- For `0 ≤ τ ≤ β` and a pole with `|e| ≥ D`, the kernel is at most
`exp(-D min(τ, β - τ))`. -/
theorem kernel_le_exp {β τ e D : ℝ} (h0 : 0 ≤ τ) (hβ : τ ≤ β) (hD : D ≤ |e|) :
    kernel β τ e ≤ exp (-(D * min τ (β - τ))) := by
  have hm0 : 0 ≤ min τ (β - τ) := le_min h0 (by linarith)
  have hm1 : min τ (β - τ) ≤ τ := min_le_left _ _
  have hm2 : min τ (β - τ) ≤ β - τ := min_le_right _ _
  generalize min τ (β - τ) = m at hm0 hm1 hm2 ⊢
  have p : 0 < 1 + exp (-(β * e)) := by positivity
  unfold kernel
  rw [div_le_iff₀ p, mul_add, mul_one, ← exp_add]
  rcases le_total 0 e with he | he
  · -- particle pole: decay from τ = 0
    rw [abs_of_nonneg he] at hD
    have h : exp (-(e * τ)) ≤ exp (-(D * m)) := by
      apply exp_le_exp.2
      nlinarith [mul_nonneg (sub_nonneg.2 hD) hm0, mul_nonneg he (sub_nonneg.2 hm1)]
    linarith [exp_pos (-(D * m) + -(β * e))]
  · -- hole pole: decay from τ = β
    rw [abs_of_nonpos he] at hD
    have h : exp (-(e * τ)) ≤ exp (-(D * m) + -(β * e)) := by
      apply exp_le_exp.2
      nlinarith [mul_nonneg (sub_nonneg.2 hD) hm0,
        mul_nonneg (neg_nonneg.2 he) (sub_nonneg.2 hm2)]
    linarith [exp_pos (-(D * m))]

/-- For nonnegative weights summing to one, a bound on the kernel at every pole that carries
weight is a bound on `-G(τ)`. -/
theorem neg_green_le {β τ c : ℝ} {a e : ι → ℝ} (ha : ∀ k, 0 ≤ a k) (hsum : ∑ k, a k = 1)
    (hc : ∀ k, a k ≠ 0 → kernel β τ (e k) ≤ c) : -greenTau β a e τ ≤ c := by
  simp only [greenTau, neg_neg]
  calc ∑ k, a k * kernel β τ (e k) ≤ ∑ k, a k * c := by
        apply Finset.sum_le_sum
        intro k _
        by_cases hk : a k = 0
        · simp [hk]
        · exact mul_le_mul_of_nonneg_left (hc k hk) (ha k)
    _ = c := by rw [← Finset.sum_mul, hsum, one_mul]

/-- For nonnegative weights summing to one, if every pole carrying weight has `|e k| ≥ D`, then `-G(τ) ≤ exp(-D min(τ, β - τ))`
for all `0 ≤ τ ≤ β`. -/
theorem neg_green_le_exp_of_gap {β τ D : ℝ} {a e : ι → ℝ} (ha : ∀ k, 0 ≤ a k)
    (hsum : ∑ k, a k = 1) (h0 : 0 ≤ τ) (hβ : τ ≤ β) (hgap : ∀ k, a k ≠ 0 → D ≤ |e k|) :
    -greenTau β a e τ ≤ exp (-(D * min τ (β - τ))) :=
  neg_green_le ha hsum fun k hk => kernel_le_exp h0 hβ (hgap k hk)

/-- For normalized nonnegative weights and `β ≥ 0`, `-G(β/2) = ∑ a k / (2 cosh(β e k / 2))`
is at most `1/2`, and at most `exp(-β D / 2)` if every weighted pole has `|e k| ≥ D`. -/
theorem green_midpoint_bounds {β : ℝ} {a e : ι → ℝ} (hβ : 0 ≤ β) (ha : ∀ k, 0 ≤ a k)
    (hsum : ∑ k, a k = 1) :
    -greenTau β a e (β / 2) = ∑ k, a k / (2 * cosh (β * e k / 2)) ∧
    -greenTau β a e (β / 2) ≤ 1 / 2 ∧
    ∀ D : ℝ, (∀ k, a k ≠ 0 → D ≤ |e k|) → -greenTau β a e (β / 2) ≤ exp (-(β * D / 2)) := by
  refine ⟨?_, neg_green_le ha hsum fun k _ => kernel_half_le β (e k), fun D hgap => ?_⟩
  · simp only [greenTau, neg_neg]
    refine Finset.sum_congr rfl fun k _ => ?_
    rw [kernel_half, mul_one_div]
  · -- the midpoint is the case min(τ, β - τ) = β/2
    have h := neg_green_le_exp_of_gap (β := β) (τ := β / 2) ha hsum (by linarith)
      (by linarith) hgap
    rwa [show β - β / 2 = β / 2 by ring, min_self,
      show D * (β / 2) = β * D / 2 by ring] at h

/-- For normalized nonnegative weights and `β ≠ 0`, `-G(β/2) = 1/2` holds exactly when every
pole carrying weight sits at zero energy. -/
theorem neg_green_half_eq_iff {β : ℝ} {a e : ι → ℝ} (hβ : β ≠ 0) (ha : ∀ k, 0 ≤ a k)
    (hsum : ∑ k, a k = 1) :
    -greenTau β a e (β / 2) = 1 / 2 ↔ ∀ k, a k ≠ 0 → e k = 0 := by
  -- the deficit from 1/2 is a sum of nonnegative terms
  have key : 1 / 2 - -greenTau β a e (β / 2)
      = ∑ k, a k * (1 / 2 - kernel β (β / 2) (e k)) := by
    simp only [mul_sub, Finset.sum_sub_distrib, ← Finset.sum_mul, hsum, greenTau, neg_neg,
      one_mul]
  have h0 : -greenTau β a e (β / 2) = 1 / 2 ↔ 1 / 2 - -greenTau β a e (β / 2) = 0 := by
    constructor <;> intro h <;> linarith
  rw [h0, key, Finset.sum_eq_zero_iff_of_nonneg
    (fun k _ => mul_nonneg (ha k) (sub_nonneg.2 (kernel_half_le β (e k))))]
  constructor
  · intro h k hk
    have h1 := (mul_eq_zero.1 (h k (Finset.mem_univ k))).resolve_left hk
    rw [kernel_half] at h1
    by_contra hne
    have hx : β * e k / 2 ≠ 0 := div_ne_zero (mul_ne_zero hβ hne) two_ne_zero
    have h2 := Real.one_lt_cosh.2 hx
    have h3 : 1 / (2 * cosh (β * e k / 2)) < 1 / 2 :=
      one_div_lt_one_div_of_lt (by norm_num) (by linarith)
    linarith
  · intro h k _
    by_cases hk : a k = 0
    · simp [hk]
    · rw [kernel_half, h k hk]
      simp

/-- For nonnegative weights summing to one, if `D ≥ 0` and every pole carrying weight has `|e k| ≥ D`, then
`-G(β/2) ≤ 1 / (2 cosh(β D / 2))`. -/
theorem neg_green_half_le_cosh {β D : ℝ} {a e : ι → ℝ} (ha : ∀ k, 0 ≤ a k)
    (hsum : ∑ k, a k = 1) (hD : 0 ≤ D) (hgap : ∀ k, a k ≠ 0 → D ≤ |e k|) :
    -greenTau β a e (β / 2) ≤ 1 / (2 * cosh (β * D / 2)) := by
  refine neg_green_le ha hsum fun k hk => ?_
  have hk' := hgap k hk
  have hc : cosh (β * D / 2) ≤ cosh (β * e k / 2) := by
    rw [Real.cosh_le_cosh, abs_div, abs_div, abs_mul, abs_mul, abs_of_nonneg hD]
    gcongr
  have hp := Real.cosh_pos (β * D / 2)
  rw [kernel_half]
  exact one_div_le_one_div_of_le (by linarith) (by linarith)

/-- Two poles at `D` and `-D` with weights `w` and `1 - w` give exactly
`-G(β/2) = 1 / (2 cosh(β D / 2))`. -/
theorem two_pole_attains (β D w : ℝ) :
    -greenTau (ι := Fin 2) β ![w, 1 - w] ![D, -D] (β / 2) = 1 / (2 * cosh (β * D / 2)) := by
  have h : -greenTau (ι := Fin 2) β ![w, 1 - w] ![D, -D] (β / 2)
      = w * kernel β (β / 2) D + (1 - w) * kernel β (β / 2) (-D) := by
    simp only [greenTau, neg_neg, Fin.sum_univ_two]
    rfl
  rw [h, kernel_half, kernel_half, show β * -D / 2 = -(β * D / 2) by ring, Real.cosh_neg]
  ring

/-- For nonnegative weights summing to one and `β > 0`, `-G(β/2)` is positive, and any `D` with `|e k| ≥ D` for all weighted poles
satisfies `D ≤ -2 log(-G(β/2)) / β`. -/
theorem gap_le_log {β D : ℝ} {a e : ι → ℝ} (hβ : 0 < β) (ha : ∀ k, 0 ≤ a k)
    (hsum : ∑ k, a k = 1) (hgap : ∀ k, a k ≠ 0 → D ≤ |e k|) :
    0 < -greenTau β a e (β / 2) ∧ D ≤ -2 * log (-greenTau β a e (β / 2)) / β := by
  have hK : ∀ x : ℝ, 0 < kernel β (β / 2) x := fun x => by
    unfold kernel
    positivity
  have hpos : 0 < -greenTau β a e (β / 2) := by
    simp only [greenTau, neg_neg]
    have hne : ∑ k, a k ≠ 0 := by
      rw [hsum]
      exact one_ne_zero
    obtain ⟨k, hk, hk0⟩ := Finset.exists_ne_zero_of_sum_ne_zero hne
    exact Finset.sum_pos' (fun j _ => mul_nonneg (ha j) (hK _).le)
      ⟨k, hk, mul_pos (lt_of_le_of_ne (ha k) hk0.symm) (hK _)⟩
  refine ⟨hpos, ?_⟩
  have h := Real.log_le_log hpos ((green_midpoint_bounds hβ.le ha hsum).2.2 D hgap)
  rw [Real.log_exp] at h
  rw [le_div_iff₀ hβ]
  linarith

end

end MatsubaraGap
```

```lean
#print axioms MatsubaraGap.green_midpoint_bounds
-- 'MatsubaraGap.green_midpoint_bounds' depends on axioms: [propext, Classical.choice, Quot.sound]
#print axioms MatsubaraGap.neg_green_half_le_cosh
-- 'MatsubaraGap.neg_green_half_le_cosh' depends on axioms: [propext, Classical.choice, Quot.sound]
#print axioms MatsubaraGap.two_pole_attains
-- 'MatsubaraGap.two_pole_attains' depends on axioms: [propext, Classical.choice, Quot.sound]
#print axioms MatsubaraGap.gap_le_log
-- 'MatsubaraGap.gap_le_log' depends on axioms: [propext, Classical.choice, Quot.sound]
```

### Remarks

How the proofs follow the steps. `kernel_half` is Step 1 with denominators cleared: `h1` and `h2` write both exponentials in terms of exp(−x), `div_eq_div_iff` cross-multiplies, and the remaining identity reduces to exp(x) exp(−x) = 1, which is `h3` and is supplied to `linear_combination`. `kernel_half_le` adds `Real.one_le_cosh`.

`kernel_le_exp` is Step 2. After `generalize`, the minimum is a number `m` known only through the three inequalities `hm0`, `hm1`, `hm2`. Multiplying by the denominator turns the goal into

    exp(−eτ) ≤ exp(−Dm) + exp(−Dm − βe).

The particle case bounds the left side by the first term and the hole case by the second; the unused term is positive, which is what `exp_pos` gives to `linarith`. The two hints passed to each `nlinarith` call are the two products displayed in Step 2.

`neg_green_le` is Step 3, with the bound C named `c`: `Finset.sum_le_sum` compares term by term, with a case split on `a k = 0`, and `hsum` closes the last line. `neg_green_le_exp_of_gap` applies it to `kernel_le_exp`, and `green_midpoint_bounds` collects the three statements, using `min_self` once β − β/2 has been rewritten as β/2. The hypothesis `hβ` is used only in the third statement.

In `neg_green_half_eq_iff`, `key` is the displayed sum of Step 4, `Finset.sum_eq_zero_iff_of_nonneg` passes to single terms, and `Real.one_lt_cosh` excludes a weighted pole at nonzero energy. `neg_green_half_le_cosh` uses `Real.cosh_le_cosh`, which reduces the comparison of two cosh values to that of the absolute values of their arguments. `two_pole_attains` expands the sum over `Fin 2` and uses `Real.cosh_neg`; for 0 ≤ w ≤ 1 and D ≥ 0 its two poles meet the hypotheses of the cosh bound, so that bound is attained. `gap_le_log` finds a nonzero weight from `hsum`, proves positivity with `Finset.sum_pos'`, and applies `Real.log_le_log`; the positivity is part of the statement, so the logarithm is taken where it has its usual meaning.

Use in practice. For a diagonal Green's function with a finite pole set, as for a finite cluster or an impurity model with a discretised bath, a computed −G(β/2) caps through `gap_le_log` the half-width D of any window centred on the chemical potential that is free of spectral weight. The inference runs from a large βD to a small midpoint value, or from a midpoint value that is not small to a βD that is not large, and no theorem gives the converse. In an interacting system the weights a_k depend on β, but at every finite β each pole with a nonzero matrix element ⟨m|c†|n⟩ carries weight. The gap hypothesis therefore also covers poles that come from transitions between excited states, however small their weight, and these may lie closer to zero energy than the ground-state addition and removal energies.

The examples below are worked on paper and have no Lean proof in the file.

Dropping a hypothesis. Without a_k ≥ 0, take weight 2 at energy 0 and weight −1 at energy E. The weights sum to 1, yet

    −G(β/2) = 1 − 1/(2 cosh(βE/2)),

which exceeds 1/2 whenever βE ≠ 0. Without D ≥ 0 in the cosh bound, take one pole at energy 0 and D = −1: the gap hypothesis holds, −G(β/2) = 1/2, and this exceeds 1/(2 cosh(β/2)) for β ≠ 0. As for the converse, weight ε > 0 at energy 0 and weight 1 − ε at energy E give ε/2 + (1 − ε)/(2 cosh(βE/2)), which is as small as one likes for small ε and large βE, although no D > 0 satisfies the gap hypothesis.

Smallest and limiting cases. The sum rule excludes an empty pole set. A single pole at energy e_0 has weight 1 and −G(β/2) = 1/(2 cosh(βe_0/2)), which meets the cosh bound with D = |e_0|. At β = 0 the midpoint kernel is 1/2 for every energy, so −G = 1/2 for any spectrum; this is the case that β ≠ 0 removes from the equality theorem. The two gap bounds are related by

    1/(2 cosh(βD/2)) = exp(−βD/2) / (1 + exp(−βD)),

so for βD ≥ 0 the cosh bound lies between one half of the exponential bound and the exponential bound itself, and their ratio tends to 1 as βD grows. Because −G(β/2) ≤ 1/2, the cap on D in Step 6 is never below (2 log 2)/β, even when all weight sits at zero energy.

A neighbouring result. Step 3 works with the inequalities reversed. If every weighted pole lies within a band |e_k| ≤ W, the monotonicity used in Step 5 gives 1/(2 cosh(βe_k/2)) ≥ 1/(2 cosh(βW/2)), and averaging yields −G(β/2) ≥ 1/(2 cosh(βW/2)).
